# Every orbit of a continuous map on a complete metric space converges to a fixed point if each step is at most the drop of an energy bounded below

Let X be a metric space with distance dist, F : X → X an update rule and E : X → ℝ a real function, called the energy. The orbit of a starting point x is

x₀ = x, xₙ₊₁ = F(xₙ),

and Lean writes xₙ as `F^[n] x`. A fixed point is a p with F(p) = p. Write m for the infimum of E over X, which is `⨅ y, E y` in the code.

In a self-consistent-field calculation in a finite basis, X can be a closed set of density matrices and F one full cycle, so that a fixed point is a self-consistent density. The theorem then gives convergence from every start in X, provided that this F is continuous and that an E with the properties below is known for it. Continuity can fail where the gap between occupied and empty orbitals closes.

```lean
import Mathlib

open Filter Topology

namespace EnergyControlledIteration

noncomputable section

variable {X : Type*} [MetricSpace X]
```

The predicate `StepBound` relates F to E, and `pathLength` adds up all the steps of an orbit. The second is used only where that sum is finite.

```lean
/-- The energy `E` controls the update rule `F`: each step is at most as long as the
energy drop it produces. -/
def StepBound (F : X → X) (E : X → ℝ) : Prop :=
  ∀ x, dist x (F x) ≤ E x - E (F x)

/-- The total length of the orbit that starts at `x` if its step lengths have a finite sum, and `0`
otherwise. -/
def pathLength (F : X → X) (x : X) : ℝ :=
  ∑' n : ℕ, dist (F^[n] x) (F^[n + 1] x)
```

## Each step is at most the energy drop

`StepBound F E` says that dist(x, F(x)) ≤ E(x) − E(F(x)) for every x. Physically, the update must lower the energy by at least a fixed positive amount per unit of distance moved, and E is the energy divided by that amount. An orbit that approaches a smooth minimum without reaching it violates this, because close to the minimum the energy above it is at most of the order of the squared distance to it. But E need not be the physical energy: for F(x) = x/2 on the real line, x² fails near 0 for every choice of the fixed amount, while its square root |x| works.

By hand, the condition is applied at each point of the orbit and the right-hand sides telescope:

∑_{k<n} dist(xₖ, xₖ₊₁) ≤ ∑_{k<n} (E(xₖ) − E(xₖ₊₁)) = E(x₀) − E(xₙ).

The Lean proof is the same sum by induction: the successor case adds the bound at `F^[n] x`, and `linarith` cancels the intermediate energy.

```lean
/-- If the energy controls the steps, the first `n` steps together are at most as long as
the energy lost along them. -/
theorem sum_steps_le {F : X → X} {E : X → ℝ} (hE : StepBound F E) (x : X) (n : ℕ) :
    ∑ k ∈ Finset.range n, dist (F^[k] x) (F^[k + 1] x) ≤ E x - E (F^[n] x) := by
  induction n with
  | zero => simp
  | succ n ih =>
    -- the energy drops telescope
    have h := hE (F^[n] x)
    rw [Finset.sum_range_succ, Function.iterate_succ_apply' F n x]
    linarith
```

Strict decrease of E at every step is not enough in place of this condition. The shift F(x) = x + 1 on the real line strictly lowers E(x) = 1/(1 + eˣ), which is positive, and has no fixed point.

## The energy is bounded below

The hypothesis `BddBelow (Set.range E)` says that the system has only a finite amount of energy to lose. Since E(xₙ) ≥ m, the telescoped bound becomes

∑_{k<n} dist(xₖ, xₖ₊₁) ≤ E(x₀) − m for every n.

The terms are non-negative and their partial sums are bounded, so the series converges. In Lean, `ciInf_le hb _` supplies m ≤ E(xₙ), and `summable_of_sum_range_le` draws the conclusion.

```lean
/-- If the energy controls the steps and is bounded below, the step lengths of every orbit
have a finite sum. -/
theorem summable_steps {F : X → X} {E : X → ℝ} (hE : StepBound F E)
    (hb : BddBelow (Set.range E)) (x : X) :
    Summable (fun n : ℕ => dist (F^[n] x) (F^[n + 1] x)) := by
  refine summable_of_sum_range_le (c := E x - ⨅ y, E y) (fun _ => dist_nonneg) (fun n => ?_)
  have h1 := sum_steps_le hE x n
  have h2 : ⨅ y, E y ≤ E (F^[n] x) := ciInf_le hb _
  linarith
```

The same hypothesis gives an error estimate. Suppose that the orbit converges to p. Starting from xₙ, the triangle inequality and the telescoped bound give

dist(xₙ, xₙ₊ₖ) ≤ ∑_{i<k} dist(xₙ₊ᵢ, xₙ₊ᵢ₊₁) ≤ E(xₙ) − E(xₙ₊ₖ) ≤ E(xₙ) − m.

Letting k → ∞ yields dist(xₙ, p) ≤ E(xₙ) − m. In the proof, `hshift` restarts the orbit at its n-th point, `h1`, `h2` and `h3` are the three inequalities, and `le_of_tendsto` passes to the limit. Any known lower bound on E may replace m, which gives a weaker estimate.

```lean
/-- Let the energy control the steps and be bounded below. If an orbit converges to `p`, the
distance of its `n`-th iterate from `p` is at most the energy of that iterate above the
infimum. -/
theorem dist_limit_le {F : X → X} {E : X → ℝ} (hE : StepBound F E)
    (hb : BddBelow (Set.range E)) {x p : X}
    (hp : Tendsto (fun n => F^[n] x) atTop (𝓝 p)) (n : ℕ) :
    dist (F^[n] x) p ≤ E (F^[n] x) - ⨅ y, E y := by
  -- restart the orbit at the n-th iterate
  have hshift : Tendsto (fun k => F^[k] (F^[n] x)) atTop (𝓝 p) := by
    have h := (tendsto_add_atTop_iff_nat n).2 hp
    simpa only [Function.iterate_add_apply] using h
  have hdist : Tendsto (fun k => dist (F^[n] x) (F^[k] (F^[n] x))) atTop
      (𝓝 (dist (F^[n] x) p)) := tendsto_const_nhds.dist hshift
  refine le_of_tendsto hdist (Eventually.of_forall fun k => ?_)
  -- the direct distance is at most the path length, which the energy bounds
  have h1 : dist (F^[n] x) (F^[k] (F^[n] x)) ≤
      ∑ i ∈ Finset.range k, dist (F^[i] (F^[n] x)) (F^[i + 1] (F^[n] x)) :=
    dist_le_range_sum_dist (fun j => F^[j] (F^[n] x)) k
  have h2 := sum_steps_le hE (F^[n] x) k
  have h3 : ⨅ y, E y ≤ E (F^[k] (F^[n] x)) := ciInf_le hb _
  linarith
```

Without a lower bound, the shift F(x) = x + 1 with E(x) = −x satisfies `StepBound` with equality, and its orbits run off to infinity.

## Completeness supplies the limit, continuity makes it a fixed point

Completeness, `[CompleteSpace X]`, means that a sequence which settles down has a state in X to settle to. For i < j,

dist(xᵢ, xⱼ) ≤ ∑_{k≥i} dist(xₖ, xₖ₊₁),

and the right-hand side tends to 0 as i grows because the full sum is finite. The orbit is therefore a Cauchy sequence and has a limit p.

Continuity means that nearby inputs give nearby outputs. It is used once: F(xₙ) → F(p), while F(xₙ) = xₙ₊₁ → p, so F(p) = p. The estimate at n = 0 then reads dist(x, p) ≤ E(x) − m.

The proof takes these steps in order, with `cauchySeq_of_summable_dist`, `cauchySeq_tendsto_of_complete` and `isFixedPt_of_tendsto_iterate`.

```lean
/-- On a complete metric space, let `F` be continuous and let an energy bounded below control
its steps. Then the orbit from any `x` converges to a fixed point, whose distance from `x` is
at most the energy of `x` above the infimum. -/
theorem orbit_converges_to_fixedPoint [CompleteSpace X] {F : X → X} {E : X → ℝ}
    (hF : Continuous F) (hE : StepBound F E) (hb : BddBelow (Set.range E)) (x : X) :
    ∃ p, F p = p ∧ Tendsto (fun n => F^[n] x) atTop (𝓝 p) ∧
      dist x p ≤ E x - ⨅ y, E y := by
  -- finite path length makes the orbit a Cauchy sequence
  have hc : CauchySeq (fun n => F^[n] x) :=
    cauchySeq_of_summable_dist (summable_steps hE hb x)
  obtain ⟨p, hp⟩ := cauchySeq_tendsto_of_complete hc
  -- continuity turns the limit into a fixed point
  exact ⟨p, isFixedPt_of_tendsto_iterate hp hF.continuousAt, hp, dist_limit_le hE hb hp 0⟩
```

Without completeness the limit can be missing: on the interval (0, 1], F(x) = x/2 with E(x) = x satisfies the other hypotheses and has no fixed point. The theorem gives no rate of convergence, and p need not minimise E. If F is the identity, for instance, every point is fixed, whatever E is.

## A suitable energy exists exactly when all orbits have finite length

The two conditions on E together say something about F alone. If such an E exists, every orbit has finite length, as shown above. Conversely, if all orbits have finite length, let L(x) be the length of the orbit from x. The orbit of F(x) is that of x without its first point, so

L(x) = dist(x, F(x)) + L(F(x)).

Hence L satisfies the step bound with equality, and L ≥ 0. In Lean, L is `pathLength F`, and `tsum_eq_zero_add` splits off the first step. Neither completeness nor continuity is needed here.

```lean
/-- An update rule has a controlling energy that is bounded below exactly when the step
lengths of each of its orbits have a finite sum. -/
theorem exists_energy_iff_finite_length (F : X → X) :
    (∃ E : X → ℝ, BddBelow (Set.range E) ∧ StepBound F E) ↔
      ∀ x, Summable (fun n : ℕ => dist (F^[n] x) (F^[n + 1] x)) := by
  constructor
  · rintro ⟨E, hb, hE⟩ x
    exact summable_steps hE hb x
  · intro hs
    -- the path length still to be covered serves as the energy
    refine ⟨pathLength F, ⟨0, ?_⟩, fun x => ?_⟩
    · rintro _ ⟨x, rfl⟩
      exact tsum_nonneg fun _ => dist_nonneg
    · have h : pathLength F x = dist x (F x) + pathLength F (F x) :=
        (hs x).tsum_eq_zero_add
      linarith
```

## The hypotheses allow a whole line of fixed points

On the plane, let F(a, b) = (a, b/2) and E(a, b) = |b|. Only the second coordinate moves, and

|b − b/2| = |b|/2 = |b| − |b/2|,

so the step bound holds with equality. A point is fixed exactly when b/2 = b, that is, when b = 0. The orbit from (a, b) tends to (a, 0), so the limit depends on the start.

Lean's distance on `ℝ × ℝ` is the larger of the two coordinate distances, which for these steps equals the Euclidean one. The lemma `dist_half` is the displayed identity.

```lean
/-- Halving a real number moves it by exactly the decrease of its absolute value. -/
theorem dist_half (x : ℝ) : dist x (x / 2) = |x| - |x / 2| := by
  rw [Real.dist_eq, show x - x / 2 = x / 2 by ring, abs_div, abs_two]
  ring

/-- The update rule on the plane that keeps the first coordinate and halves the second. -/
def halveSecond (p : ℝ × ℝ) : ℝ × ℝ := (p.1, p.2 / 2)

/-- Halving the second coordinate is continuous and is controlled by the energy `|p.2|`, which
is bounded below; its fixed points are exactly the points of the line `p.2 = 0`. -/
theorem halveSecond_witness :
    Continuous halveSecond ∧ BddBelow (Set.range fun p : ℝ × ℝ => |p.2|) ∧
      StepBound halveSecond (fun p => |p.2|) ∧ ∀ p, halveSecond p = p ↔ p.2 = 0 := by
  refine ⟨?_, ⟨0, ?_⟩, fun p => ?_, fun p => ⟨fun h => ?_, fun h => ?_⟩⟩
  · show Continuous (fun p : ℝ × ℝ => (p.1, p.2 / 2))
    fun_prop
  · rintro _ ⟨p, rfl⟩
    exact abs_nonneg _
  · show dist p (p.1, p.2 / 2) ≤ |p.2| - |p.2 / 2|
    rw [← dist_half p.2, Prod.dist_eq]
    exact max_le (by simp) le_rfl
  · have h2 : p.2 / 2 = p.2 := congrArg Prod.snd h
    linarith
  · exact Prod.ext rfl (show p.2 / 2 = p.2 by linarith)
```

## A single discontinuity can remove the fixed point

Continuity everywhere except at one point is not enough. On the real line, let F halve every nonzero number and send 0 to 1, and let E(x) = |x| for x ≠ 0 and E(0) = 2. For x ≠ 0 the step bound is the identity above, since x/2 ≠ 0 as well. At 0 the step has length 1, and the energy drop is 2 − 1 = 1. No point is fixed, because F(0) = 1 and x/2 ≠ x for x ≠ 0. Every orbit still converges to 0, but F jumps exactly there. The proof splits into the same two cases, x = 0 and x ≠ 0.

```lean
/-- The update rule on the real line that halves every nonzero number and sends `0` to `1`. -/
def jumpAtZero (x : ℝ) : ℝ := if x = 0 then 1 else x / 2

/-- The energy on the real line equal to `|x|` for nonzero `x` and to `2` at `0`. -/
def jumpEnergy (x : ℝ) : ℝ := if x = 0 then 2 else |x|

/-- Continuity of the update rule cannot be dropped: `jumpAtZero` is controlled by
`jumpEnergy`, which is bounded below, and yet it has no fixed point. -/
theorem no_fixedPoint_without_continuity :
    BddBelow (Set.range jumpEnergy) ∧ StepBound jumpAtZero jumpEnergy ∧
      ∀ x, jumpAtZero x ≠ x := by
  refine ⟨⟨0, ?_⟩, fun x => ?_, fun x h => ?_⟩
  · rintro _ ⟨x, rfl⟩
    unfold jumpEnergy
    split_ifs
    · norm_num
    · exact abs_nonneg x
  · by_cases hx : x = 0
    · subst hx
      norm_num [jumpAtZero, jumpEnergy, Real.dist_eq]
    · have hx2 : x / 2 ≠ 0 := div_ne_zero hx two_ne_zero
      have hF : jumpAtZero x = x / 2 := if_neg hx
      have h1 : jumpEnergy x = |x| := if_neg hx
      have h2 : jumpEnergy (x / 2) = |x / 2| := if_neg hx2
      rw [hF, h1, h2]
      exact (dist_half x).le
  · by_cases hx : x = 0
    · have hF : jumpAtZero x = 1 := if_pos hx
      linarith
    · have hF : jumpAtZero x = x / 2 := if_neg hx
      exact hx (by linarith)

end

end EnergyControlledIteration
```

```lean
#print axioms EnergyControlledIteration.orbit_converges_to_fixedPoint
#print axioms EnergyControlledIteration.exists_energy_iff_finite_length
#print axioms EnergyControlledIteration.no_fixedPoint_without_continuity
```

```
'EnergyControlledIteration.orbit_converges_to_fixedPoint' depends on axioms: [propext, Classical.choice, Quot.sound]
'EnergyControlledIteration.exists_energy_iff_finite_length' depends on axioms: [propext, Classical.choice, Quot.sound]
'EnergyControlledIteration.no_fixedPoint_without_continuity' depends on axioms: [propext, Classical.choice, Quot.sound]
```
